# The Vertical Obara–Saika Recurrence along One Axis, from Derivatives of s-Type Integrals

## An electron in p, d and higher orbitals near a nucleus

An electron described by Gaussian orbitals on centres $A$ and $B$ is attracted by a nucleus at $C$. For two s-type Gaussians the attraction integral is known in terms of a Boys function. Orbitals of higher angular momentum follow by moving $A$, because $g_i=(x-A)^i e^{-a(x-A)^2}$ obeys

$$\frac{dg_{i+1}}{dA}=2a\,g_{i+2}-(i+1)\,g_i,\qquad \frac{dg_0}{dA}=2a\,g_1 .$$

Can the repeated derivatives be replaced by algebra?

## The s-type integral and its derivative

Let $a,b>0$ be the exponents, $p=a+b$ and $P=(aA+bB)/p$. Here $A,B,C,P$ are coordinates along one axis, and the constant $r$ is the squared distance from $P$ to $C$ in the other directions. Up to a factor independent of $A$, the s-type integral is $T_0$, where

$$T_m=e^{-ab(A-B)^2/p}\,F_m(X),\qquad X=p\big((P-C)^2+r\big).$$

The $T_m$ with $m>0$ are auxiliary. Assume $F_m'=-F_{m+1}$. This condition expresses how the Boys functions $F_m(x)=\int_0^1t^{2m}e^{-xt^2}dt$ are linked: each derivative brings down a factor $-t^2$.

Since $dP/dA=a/p$ and $P-A=-b(A-B)/p$, the exponent of the prefactor has derivative $-2ab(A-B)/p=2a(P-A)$, and $dX/dA=2p(P-C)\,a/p=2a(P-C)$. The product rule gives

$$\frac{dT_m}{dA}=2a\big[(P-A)T_m-(P-C)T_{m+1}\big].$$

## From s-type to every degree

Set $\Theta_m(0)=T_m$ and $D_m(i)=\Theta_m(i)-\Theta_{m+1}(i)$, and fill a table by

$$\Theta_m(i+1)=(P-A)\Theta_m(i)-(P-C)\Theta_{m+1}(i)+\frac{i}{2p}D_m(i-1),$$

where terms with a zero coefficient are absent. The claim is that the table obeys the Gaussian rule:

$$\frac{d\Theta_m(i+1)}{dA}=2a\,\Theta_m(i+2)-(i+1)\,\Theta_m(i).$$

Assume the rule for lower entries at every $m$; the start, $d\Theta_m(0)/dA=2a\,\Theta_m(1)$, is the s-type identity. Differentiating the recurrence gives

$$\begin{aligned}
\frac{d\Theta_m(i+1)}{dA}={}&\frac ap D_m(i)-\Theta_m(i)\\
&+(P-A)\big[2a\Theta_m(i+1)-i\,\Theta_m(i-1)\big]\\
&-(P-C)\big[2a\Theta_{m+1}(i+1)-i\,\Theta_{m+1}(i-1)\big]\\
&+\frac{i}{2p}\big[2a D_m(i)-(i-1)D_m(i-2)\big].
\end{aligned}$$

The two $D_m(i)$ terms add to $2a\,\frac{i+1}{2p}D_m(i)$, which completes $2a\,\Theta_m(i+2)$. The terms with factor $-i$ reassemble $-i\,\Theta_m(i)$, and with the separate $-\Theta_m(i)$ they make $-(i+1)\Theta_m(i)$.

Solving the rule for $\Theta_m(i+2)$ shows that generation by differentiation and the table agree at each degree.

## The statement in Lean

`sType F a b B C r m` is $T_m$ as a function of $A$, and `osTable F a b B C r i m`, abbreviated `Θ i m`, is $\Theta_m(i)$. `derivIntegral` defines the higher integrals by the Gaussian rule alone. The main theorem, `derivIntegral_eq_osTable`, says that the two are equal as functions of $A$ for all $i$ and $m$, given positive exponents and `hF`, the condition on $F_m$ at every real argument. `boys_witness` proves that condition for the Boys functions.

The reduction of the spatial integral to $T_0$, and the exchange of that integral with $d/dA$, are taken as input. Powers are raised along one axis on $A$ only, with an s function on $B$; electron repulsion is not treated. Within that one-axis setting, an electronic-structure code can build nuclear-attraction integrals from Boys function values without differentiating anything.

```lean
import Mathlib

open Real

namespace ObaraSaikaVertical

noncomputable section

/-- The centre `P = (a A + b B) / (a + b)` of the product of two Gaussians with exponents
`a`, `b` and centres `A`, `B`, for `a + b ≠ 0`. -/
def center (a b A B : ℝ) : ℝ := (a * A + b * B) / (a + b)

/-- The Boys function `F_m(x) = ∫₀¹ t^(2m) exp(-x t²) dt`. -/
def boys (m : ℕ) (x : ℝ) : ℝ := ∫ t in (0 : ℝ)..1, t ^ (2 * m) * exp (-x * t ^ 2)

variable (F : ℕ → ℝ → ℝ) (a b B C r : ℝ)

/-- The s-type auxiliary integral `T_m` as a function of the centre `A`, up to a constant prefactor,
if the `F m` are the Boys functions and `a`, `b` are positive; `r` is the squared distance from `P`
to `C` in the other directions. -/
def sType (m : ℕ) (A : ℝ) : ℝ :=
  exp (-(a * b * (A - B) ^ 2 / (a + b))) * F m ((a + b) * ((center a b A B - C) ^ 2 + r))

/-- Functions generated from `T_m` by differentiation with respect to `A`:
`2a Θ(i+1) = dΘ(i)/dA + i Θ(i-1)`, for `a ≠ 0`, `a + b ≠ 0` and differentiable `Θ(i)`. If the `F m`
are the Boys functions and `a`, `b` are positive, they are the auxiliary integrals of higher angular
momentum on `A`, up to the same constant prefactor as `T_m`. -/
def derivIntegral : ℕ → ℕ → ℝ → ℝ
  | 0, m, A => sType F a b B C r m A
  | 1, m, A => deriv (derivIntegral 0 m) A / (2 * a)
  | i + 2, m, A =>
    (deriv (derivIntegral (i + 1) m) A + ((i : ℝ) + 1) * derivIntegral i m A) / (2 * a)

/-- The table filled by the vertical Obara-Saika recurrence, which starts from `T_m` and uses
no derivatives, for `a + b ≠ 0`. -/
def osTable : ℕ → ℕ → ℝ → ℝ
  | 0, m, A => sType F a b B C r m A
  | 1, m, A => (center a b A B - A) * osTable 0 m A - (center a b A B - C) * osTable 0 (m + 1) A
  | i + 2, m, A =>
    (center a b A B - A) * osTable (i + 1) m A - (center a b A B - C) * osTable (i + 1) (m + 1) A
      + ((i : ℝ) + 1) / (2 * (a + b)) * (osTable i m A - osTable i (m + 1) A)

/-- The derivative of a Cartesian Gaussian of degree `i + 1` with respect to its centre is `2a`
times the Gaussian of degree `i + 2` minus `i + 1` times the one of degree `i`. -/
theorem gaussian_hasDerivAt (a x A : ℝ) (i : ℕ) :
    HasDerivAt (fun y => (x - y) ^ (i + 1) * exp (-a * (x - y) ^ 2))
      (2 * a * ((x - A) ^ (i + 2) * exp (-a * (x - A) ^ 2))
        - ((i : ℝ) + 1) * ((x - A) ^ i * exp (-a * (x - A) ^ 2))) A := by
  have h1 : HasDerivAt (fun y => x - y) (-1) A := (hasDerivAt_id' A).const_sub x
  have h2 : HasDerivAt (fun y => (x - y) ^ (i + 1)) (-((i : ℝ) + 1) * (x - A) ^ i) A :=
    (h1.fun_pow (i + 1)).congr_deriv (by rw [Nat.add_sub_cancel]; push_cast; ring)
  have h3 : HasDerivAt (fun y => -a * (x - y) ^ 2) (2 * a * (x - A)) A :=
    ((h1.fun_pow 2).const_mul (-a)).congr_deriv (by push_cast; ring)
  exact (h2.fun_mul h3.exp).congr_deriv (by ring)

/-- The product centre `P` moves with `A` at the rate `a / (a + b)`, for `a + b ≠ 0`. -/
theorem center_hasDerivAt (a b A B : ℝ) :
    HasDerivAt (fun x => center a b x B) (a / (a + b)) A :=
  ((((hasDerivAt_id' A).const_mul a).add_const (b * B)).div_const (a + b)).congr_deriv (by ring)

/-- The derivative with respect to `A` of one recurrence step `(P - A) u - (P - C) v`, for
differentiable `u`, `v` and `a + b ≠ 0`. -/
theorem step_hasDerivAt (a b B C : ℝ) {u v : ℝ → ℝ} {u' v' A : ℝ}
    (hu : HasDerivAt u u' A) (hv : HasDerivAt v v' A) :
    HasDerivAt (fun x => (center a b x B - x) * u x - (center a b x B - C) * v x)
      ((center a b A B - A) * u' - (center a b A B - C) * v'
        + a / (a + b) * (u A - v A) - u A) A := by
  have hP := center_hasDerivAt a b A B
  exact (((hP.fun_sub (hasDerivAt_id' A)).fun_mul hu).fun_sub
    ((hP.sub_const C).fun_mul hv)).congr_deriv (by ring)

variable {F a b B C r}

local notation "Θ" => osTable F a b B C r

/-- If `F_m' = -F_(m+1)` and the exponents are positive, then
`dT_m/dA = 2a ((P - A) T_m - (P - C) T_(m+1))`. -/
theorem sType_hasDerivAt (hF : ∀ m x, HasDerivAt (F m) (-F (m + 1) x) x)
    (ha : 0 < a) (hb : 0 < b) (m : ℕ) (A : ℝ) :
    HasDerivAt (sType F a b B C r m)
      (2 * a * ((center a b A B - A) * sType F a b B C r m A
        - (center a b A B - C) * sType F a b B C r (m + 1) A)) A := by
  have hp : a + b ≠ 0 := by positivity
  have hc : (a + b) * (a / (a + b)) = a := by field_simp
  have hPA : center a b A B - A = -(b * (A - B) / (a + b)) := by
    unfold center
    field_simp
    ring
  -- the exponent of the Gaussian prefactor
  have hE : HasDerivAt (fun x => -(a * b * (x - B) ^ 2 / (a + b)))
      (-(a * b * (2 * (A - B)) / (a + b))) A :=
    (((((hasDerivAt_id' A).sub_const B).fun_pow 2).const_mul (a * b)).div_const
      (a + b)).fun_neg.congr_deriv (by push_cast; ring)
  -- the argument of `F_m`
  have hsq : HasDerivAt (fun x => (center a b x B - C) ^ 2)
      (2 * (center a b A B - C) * (a / (a + b))) A :=
    (((center_hasDerivAt a b A B).sub_const C).fun_pow 2).congr_deriv (by push_cast; ring)
  have hA : HasDerivAt (fun x => (a + b) * ((center a b x B - C) ^ 2 + r))
      (2 * a * (center a b A B - C)) A :=
    ((hsq.add_const r).const_mul (a + b)).congr_deriv
      (by linear_combination 2 * (center a b A B - C) * hc)
  have h := hE.exp.fun_mul ((hF m _).comp A hA)
  refine HasDerivAt.congr_deriv (f := sType F a b B C r m) h ?_
  simp only [sType, Function.comp_apply]
  rw [hPA]
  ring

/-- If `F_m' = -F_(m+1)` and the exponents are positive, the entries of the Obara-Saika table
satisfy `dΘ_m(i+1)/dA = 2a Θ_m(i+2) - (i+1) Θ_m(i)`. -/
theorem osTable_hasDerivAt (hF : ∀ m x, HasDerivAt (F m) (-F (m + 1) x) x)
    (ha : 0 < a) (hb : 0 < b) (i m : ℕ) (A : ℝ) :
    HasDerivAt (Θ (i + 1) m) (2 * a * Θ (i + 2) m A - ((i : ℝ) + 1) * Θ i m A) A := by
  have hp : a + b ≠ 0 := by positivity
  have hk : 2 * a * (1 / (2 * (a + b))) = a / (a + b) := by field_simp
  have z : ∀ n, HasDerivAt (Θ 0 n) (2 * a * Θ 1 n A) A := fun n =>
    sType_hasDerivAt (B := B) (C := C) (r := r) hF ha hb n A
  induction i using Nat.strong_induction_on generalizing m with
  | _ i ih =>
    match i, ih with
    | 0, _ =>
      refine HasDerivAt.congr_deriv (f := Θ 1 m) (step_hasDerivAt a b B C (z m) (z (m + 1))) ?_
      change _ = 2 * a * ((center a b A B - A) * Θ 1 m A - (center a b A B - C) * Θ 1 (m + 1) A
        + (((0 : ℕ) : ℝ) + 1) / (2 * (a + b)) * (Θ 0 m A - Θ 0 (m + 1) A))
        - (((0 : ℕ) : ℝ) + 1) * Θ 0 m A
      push_cast
      linear_combination (-(Θ 0 m A - Θ 0 (m + 1) A)) * hk
    | 1, ih =>
      have h1 : ∀ n, HasDerivAt (Θ 1 n)
          (2 * a * Θ 2 n A - (((0 : ℕ) : ℝ) + 1) * Θ 0 n A) A := fun n => ih 0 (by omega) n
      have e : Θ 1 m A = (center a b A B - A) * Θ 0 m A
        - (center a b A B - C) * Θ 0 (m + 1) A := rfl
      refine HasDerivAt.congr_deriv (f := Θ 2 m)
        ((step_hasDerivAt a b B C (h1 m) (h1 (m + 1))).fun_add
          (((z m).fun_sub (z (m + 1))).const_mul ((((0 : ℕ) : ℝ) + 1) / (2 * (a + b))))) ?_
      change _ = 2 * a * ((center a b A B - A) * Θ 2 m A - (center a b A B - C) * Θ 2 (m + 1) A
        + (((1 : ℕ) : ℝ) + 1) / (2 * (a + b)) * (Θ 1 m A - Θ 1 (m + 1) A))
        - (((1 : ℕ) : ℝ) + 1) * Θ 1 m A
      push_cast
      linear_combination e - (Θ 1 m A - Θ 1 (m + 1) A) * hk
    | i + 2, ih =>
      have h0 : ∀ n, HasDerivAt (Θ (i + 1) n)
          (2 * a * Θ (i + 2) n A - ((i : ℝ) + 1) * Θ i n A) A := fun n => ih i (by omega) n
      have h1 : ∀ n, HasDerivAt (Θ (i + 2) n)
          (2 * a * Θ (i + 3) n A - (((i + 1 : ℕ) : ℝ) + 1) * Θ (i + 1) n A) A :=
        fun n => ih (i + 1) (by omega) n
      -- the lowering terms reassemble the entry `Θ (i + 2)`
      have e : Θ (i + 2) m A = (center a b A B - A) * Θ (i + 1) m A
        - (center a b A B - C) * Θ (i + 1) (m + 1) A
        + ((i : ℝ) + 1) / (2 * (a + b)) * (Θ i m A - Θ i (m + 1) A) := rfl
      refine HasDerivAt.congr_deriv (f := Θ (i + 3) m)
        ((step_hasDerivAt a b B C (h1 m) (h1 (m + 1))).fun_add
          (((h0 m).fun_sub (h0 (m + 1))).const_mul
            ((((i + 1 : ℕ) : ℝ) + 1) / (2 * (a + b))))) ?_
      change _ = 2 * a * ((center a b A B - A) * Θ (i + 3) m A
        - (center a b A B - C) * Θ (i + 3) (m + 1) A
        + (((i + 2 : ℕ) : ℝ) + 1) / (2 * (a + b)) * (Θ (i + 2) m A - Θ (i + 2) (m + 1) A))
        - (((i + 2 : ℕ) : ℝ) + 1) * Θ (i + 2) m A
      push_cast
      linear_combination ((i : ℝ) + 2) * e - (Θ (i + 2) m A - Θ (i + 2) (m + 1) A) * hk

/-- If `F_m' = -F_(m+1)` and the exponents are positive, the integrals generated by
differentiation with respect to `A` are exactly the entries of the Obara-Saika table. -/
theorem derivIntegral_eq_osTable (hF : ∀ m x, HasDerivAt (F m) (-F (m + 1) x) x)
    (ha : 0 < a) (hb : 0 < b) (i m : ℕ) : derivIntegral F a b B C r i m = Θ i m := by
  have h2a : 2 * a ≠ 0 := by positivity
  induction i using Nat.strong_induction_on generalizing m with
  | _ i ih =>
    funext A
    match i, ih with
    | 0, _ => rfl
    | 1, ih =>
      have z : HasDerivAt (Θ 0 m) (2 * a * Θ 1 m A) A :=
        sType_hasDerivAt (B := B) (C := C) (r := r) hF ha hb m A
      change deriv (derivIntegral F a b B C r 0 m) A / (2 * a) = _
      rw [ih 0 (by omega) m, z.deriv, mul_div_cancel_left₀ _ h2a]
    | i + 2, ih =>
      change (deriv (derivIntegral F a b B C r (i + 1) m) A
        + ((i : ℝ) + 1) * derivIntegral F a b B C r i m A) / (2 * a) = _
      rw [ih (i + 1) (by omega) m, ih i (by omega) m,
        (osTable_hasDerivAt hF ha hb i m A).deriv, sub_add_cancel, mul_div_cancel_left₀ _ h2a]

/-- The Boys functions satisfy `F_m' = -F_(m+1)` on the whole real line. -/
theorem boys_witness (m : ℕ) (x : ℝ) : HasDerivAt (boys m) (-boys (m + 1) x) x := by
  have hc : ∀ (k : ℕ) (y : ℝ), Continuous fun t : ℝ => t ^ k * exp (-y * t ^ 2) :=
    fun k y => by fun_prop
  -- a constant bounds the differentiated integrand for parameters near `x`
  have hbound : ∀ t ∈ Set.uIoc (0 : ℝ) 1, ∀ y ∈ Metric.ball x 1,
      ‖-(t ^ (2 * (m + 1)) * exp (-y * t ^ 2))‖ ≤ exp (|x| + 1) := by
    intro t ht y hy
    rw [Set.uIoc_of_le zero_le_one] at ht
    rw [Metric.mem_ball, Real.dist_eq] at hy
    have hy1 : -y ≤ |x| + 1 := by linarith [(abs_lt.mp hy).1, neg_abs_le x]
    have h3 : -y * t ^ 2 ≤ |x| + 1 :=
      (mul_le_mul_of_nonneg_right hy1 (sq_nonneg t)).trans
        (mul_le_of_le_one_right (by positivity) (pow_le_one₀ ht.1.le ht.2))
    rw [norm_neg, Real.norm_of_nonneg (mul_nonneg (pow_nonneg ht.1.le _) (exp_pos _).le)]
    calc t ^ (2 * (m + 1)) * exp (-y * t ^ 2) ≤ 1 * exp (|x| + 1) :=
          mul_le_mul (pow_le_one₀ ht.1.le ht.2) (Real.exp_le_exp.mpr h3) (exp_pos _).le zero_le_one
      _ = exp (|x| + 1) := one_mul _
  have hdiff : ∀ t y : ℝ, HasDerivAt (fun y => t ^ (2 * m) * exp (-y * t ^ 2))
      (-(t ^ (2 * (m + 1)) * exp (-y * t ^ 2))) y := fun t y =>
    (((hasDerivAt_id' y).fun_neg.mul_const (t ^ 2)).exp.const_mul (t ^ (2 * m))).congr_deriv
      (by ring)
  have h := intervalIntegral.hasDerivAt_integral_of_dominated_loc_of_deriv_le
    (μ := MeasureTheory.volume) (a := 0) (b := 1)
    (F := fun y t => t ^ (2 * m) * exp (-y * t ^ 2))
    (F' := fun y t => -(t ^ (2 * (m + 1)) * exp (-y * t ^ 2)))
    (bound := fun _ => exp (|x| + 1))
    (Metric.ball_mem_nhds x one_pos)
    (Filter.Eventually.of_forall fun y => (hc _ y).aestronglyMeasurable)
    ((hc _ x).intervalIntegrable 0 1)
    (hc _ x).neg.aestronglyMeasurable
    (Filter.Eventually.of_forall hbound)
    (continuous_const.intervalIntegrable 0 1)
    (Filter.Eventually.of_forall fun t _ y _ => hdiff t y)
  exact h.2.congr_deriv (by simp only [boys, intervalIntegral.integral_neg])

end

end ObaraSaikaVertical
```

```lean
#print axioms ObaraSaikaVertical.gaussian_hasDerivAt
-- 'ObaraSaikaVertical.gaussian_hasDerivAt' depends on axioms: [propext, Classical.choice, Quot.sound]
#print axioms ObaraSaikaVertical.derivIntegral_eq_osTable
-- 'ObaraSaikaVertical.derivIntegral_eq_osTable' depends on axioms: [propext, Classical.choice, Quot.sound]
```

## Reading the proof

`gaussian_hasDerivAt` is the rule for $g_{i+1}$. `center_hasDerivAt` supplies $dP/dA$, and `sType_hasDerivAt` combines `hE` for the prefactor with `hA` for $X$ through the chain and product rules.

`step_hasDerivAt` differentiates the first two terms of the recurrence. `osTable_hasDerivAt` then runs the strong induction, with `generalizing m` because each step also needs order $m+1$. It treats $i=0$, $i=1$ and `i + 2` separately, since the shortest recurrences lack terms. In each case `linear_combination` does the collecting: `hk` matches $a/p$ with $2a/(2p)$, and `e`, needed from $i=1$ on, is the reassembled lower entry.

`derivIntegral_eq_osTable` is a second strong induction: it substitutes the known derivative, cancels the lowering term and divides by $2a$.

For `boys_witness`, the derivative passes under the integral because, for parameters within distance 1 of $x$, the differentiated integrand is bounded by $e^{|x|+1}$.
